# Decimating a uniform chain above its band: the hopping tends to 0 and the energy to $\sqrt{E^2-4t^2}$

To find the Green function of an infinite chain, one can eliminate every second site, absorb its effect into a new energy and a new hopping, and repeat. Once the hopping is negligible, the on-site Green function is read off as one over the energy. Nothing in this recipe promises that such a moment comes. At energy $E=\sqrt2\,t$, with $t$ the hopping and $E$ measured from the site level, the first step gives the energy $0$ and the second step divides by it.

That energy lies inside the band, which runs from $-2t$ to $2t$. For $E>2t>0$, above the band, the recipe works: every step is well defined, the hopping dies out, and the energy has a limit that can be written down in advance.

The chain has one orbital per site, no interactions, and the Hamiltonian $(H\psi)_n=t(\psi_{n-1}+\psi_{n+1})$. In electronic structure, the same elimination with matrices in place of $E$ and $t$ yields Green functions of crystal surfaces and leads; the results below concern the scalar bulk chain at real energies above the band.

## The chain and its decimation step

```lean
import Mathlib

open Filter Topology

namespace ChainDecimation

noncomputable section

/-- One decimation step for the pair (energy `E`, hopping `t`), on the domain `E ≠ 0`:
`E` becomes `E - 2 t² / E` and `t` becomes `t² / E`. -/
def decimate (p : ℝ × ℝ) : ℝ × ℝ :=
  (p.1 - 2 * p.2 ^ 2 / p.1, p.2 ^ 2 / p.1)
```

A pair `p` holds the energy `p.1` and the hopping `p.2`. The function `decimate` sends $(E,t)$ to

$$E'=E-\frac{2t^2}{E},\qquad t'=\frac{t^2}{E}.$$

Lean assigns the value 0 to a division by zero, so the theorems about this step require or derive $E\neq0$.

```lean
/-- The pair `(E_k, t_k)` after `k` decimation steps from `(E, t)`. -/
def flow (E t : ℝ) : ℕ → ℝ × ℝ
  | 0 => (E, t)
  | k + 1 => decimate (flow E t k)
```

This is the iteration. `flow E t k` is the pair $(E_k,t_k)$, with $(E_0,t_0)=(E,t)$. The name "energy" for $E_k$ needs some care: the physical energy never changes. What textbooks call the renormalised site level $\varepsilon_k$ does, and $E_k=E-\varepsilon_k$.

```lean
/-- The amplitude `ψ` on the infinite chain answers the source `s`:
`E ψ_n - t (ψ_(n-1) + ψ_(n+1)) = s_n` at every site, with `p = (E, t)`. -/
def IsResponse (p : ℝ × ℝ) (s ψ : ℤ → ℝ) : Prop :=
  ∀ n, p.1 * ψ n - p.2 * (ψ (n - 1) + ψ (n + 1)) = s n
```

A `Prop` is a statement. This one says that the real amplitude $\psi$ solves $(E-H)\psi=s$ on all integer sites:

$$E\psi_n-t(\psi_{n-1}+\psi_{n+1})=s_n .$$

```lean
/-- A unit source at site `0`. -/
def pointSource (n : ℤ) : ℝ := if n = 0 then 1 else 0
```

The source is 1 at site 0 and 0 elsewhere. For $E>2t>0$, the bounded response to it is a column of the Green function, and $\psi_0$ is the on-site element.

## Eliminating the odd sites

```lean
/-- Eliminating the odd sites: if `E ≠ 0` and the odd sites carry no source, the even sites
form a chain of the same kind with the decimated energy and hopping. -/
theorem eliminate_odd_sites {p : ℝ × ℝ} {s ψ : ℤ → ℝ} (hE : p.1 ≠ 0)
    (h : IsResponse p s ψ) (hs : ∀ n, s (2 * n + 1) = 0) :
    IsResponse (decimate p) (fun n => s (2 * n)) (fun n => ψ (2 * n)) := by
  intro n
  have h0 := h (2 * n)
  -- the equations of the two odd neighbours
  have h1 := h (2 * n - 1)
  have h2 := h (2 * n + 1)
  have s1 := hs (n - 1)
  rw [show 2 * (n - 1) + 1 = 2 * n - 1 by ring] at s1
  rw [s1, show 2 * n - 1 - 1 = 2 * (n - 1) by ring,
    show 2 * n - 1 + 1 = 2 * n by ring] at h1
  rw [hs n, show 2 * n + 1 - 1 = 2 * n by ring,
    show 2 * n + 1 + 1 = 2 * (n + 1) by ring] at h2
  have hq : p.1 * p.1⁻¹ = 1 := mul_inv_cancel₀ hE
  show (p.1 - 2 * p.2 ^ 2 / p.1) * ψ (2 * n)
    - p.2 ^ 2 / p.1 * (ψ (2 * (n - 1)) + ψ (2 * (n + 1))) = s (2 * n)
  linear_combination h0 + p.2 * p.1⁻¹ * (h1 + h2)
    - p.2 * (ψ (2 * n - 1) + ψ (2 * n + 1)) * hq
```

In a Lean theorem the hypotheses stand before the last colon and the conclusion after it. Here the hypotheses are $E\ne0$, the chain equation, and no source on odd sites. The conclusion is the chain equation for the even sites, renumbered so that new site $n$ is old site $2n$.

The equations of the two odd neighbours of site $2n$ give

$$\psi_{2n-1}=\frac tE(\psi_{2n-2}+\psi_{2n}),\qquad \psi_{2n+1}=\frac tE(\psi_{2n}+\psi_{2n+2}).$$

Inserting them into $E\psi_{2n}-t(\psi_{2n-1}+\psi_{2n+1})=s_{2n}$ yields

$$\Big(E-\frac{2t^2}{E}\Big)\psi_{2n}-\frac{t^2}{E}(\psi_{2n-2}+\psi_{2n+2})=s_{2n}.$$

So the update rule follows from the chain equation. In the proof, `h0`, `h1` and `h2` are the equations at $2n$, $2n-1$ and $2n+1$. The final `linear_combination` adds $t/E$ times the two odd equations to the even one, using $E\cdot E^{-1}=1$.

## What each step conserves

```lean
/-- A decimation step with `E ≠ 0` conserves `E² - 4 t²`. -/
theorem decimate_invariant {p : ℝ × ℝ} (hE : p.1 ≠ 0) :
    (decimate p).1 ^ 2 - 4 * (decimate p).2 ^ 2 = p.1 ^ 2 - 4 * p.2 ^ 2 := by
  simp only [decimate]
  field_simp
  ring
```

Expanding the square gives

$$E'^2-4t'^2=E^2-4t^2+\frac{4t^4}{E^2}-\frac{4t^4}{E^2}=E^2-4t^2 .$$

`field_simp` clears the denominators and `ring` checks the remaining polynomial identity.

```lean
/-- Starting from `E > 2 t > 0`, every decimation level has `E_k > 2 t_k > 0` and the
same value of `E_k² - 4 t_k²`. -/
theorem flow_invariant {E t : ℝ} (ht : 0 < t) (hE : 2 * t < E) (k : ℕ) :
    0 < (flow E t k).2 ∧ 2 * (flow E t k).2 < (flow E t k).1 ∧
      (flow E t k).1 ^ 2 - 4 * (flow E t k).2 ^ 2 = E ^ 2 - 4 * t ^ 2 := by
  induction k with
  | zero => exact ⟨ht, hE, rfl⟩
  | succ k ih =>
    obtain ⟨h1, h2, h3⟩ := ih
    have hpos : 0 < (flow E t k).1 := by linarith
    refine ⟨div_pos (pow_pos h1 2) hpos, ?_, (decimate_invariant hpos.ne').trans h3⟩
    -- the new difference E_(k+1) - 2 t_(k+1) is (E_k² - 4 t_k²) / E_k
    have hgap : 0 < ((flow E t k).1 ^ 2 - 4 * (flow E t k).2 ^ 2) / (flow E t k).1 :=
      div_pos (by nlinarith) hpos
    have heq : ((flow E t k).1 ^ 2 - 4 * (flow E t k).2 ^ 2) / (flow E t k).1
        = (flow E t (k + 1)).1 - 2 * (flow E t (k + 1)).2 := by
      simp only [flow, decimate]
      field_simp
      ring
    linarith
```

The symbol `∧` means "and". At every level $k$, $t_k>0$, $2t_k<E_k$, and $E_k^2-4t_k^2=E^2-4t^2$.

The proof is by induction. Level 0 is the hypothesis. If level $k$ is in order, then $E_k>0$, so $t_{k+1}=t_k^2/E_k>0$, and the conserved quantity carries over by the previous theorem. For the inequality,

$$E_{k+1}-2t_{k+1}=E_k-\frac{4t_k^2}{E_k}=\frac{E_k^2-4t_k^2}{E_k}>0,$$

because $E_k^2-4t_k^2=(E_k-2t_k)(E_k+2t_k)$. In Lean, `hgap` is the positivity of the fraction and `heq` is the identity. The energy therefore stays above the band of every decimated chain, and no step divides by zero.

## How fast the hopping dies

```lean
/-- For `E > 2 t > 0` the hopping after `k` steps is at most `t / 2^k`. -/
theorem hopping_le {E t : ℝ} (ht : 0 < t) (hE : 2 * t < E) (k : ℕ) :
    (flow E t k).2 ≤ t * (1 / 2) ^ k := by
  induction k with
  | zero => simp [flow]
  | succ k ih =>
    obtain ⟨h1, h2, -⟩ := flow_invariant ht hE k
    have hstep : (flow E t (k + 1)).2 ≤ (flow E t k).2 / 2 := by
      show (flow E t k).2 ^ 2 / (flow E t k).1 ≤ (flow E t k).2 / 2
      rw [div_le_iff₀ (by linarith)]
      nlinarith [mul_pos h1 (sub_pos.mpr h2)]
    rw [pow_succ]
    linarith
```

Since $t_k/E_k<1/2$,

$$t_{k+1}=t_k\,\frac{t_k}{E_k}\le\frac{t_k}{2},$$

and induction gives $t_k\le t/2^k$. The step `hstep` is this halving. After multiplication by $E_k$ it follows from $t_k(E_k-2t_k)>0$, which is the product handed to `nlinarith`.

```lean
/-- For `E > 2 t > 0` the hopping shrinks quadratically:
`t_(k+1) ≤ t_k² / √(E² - 4 t²)`. -/
theorem hopping_quadratic {E t : ℝ} (ht : 0 < t) (hE : 2 * t < E) (k : ℕ) :
    (flow E t (k + 1)).2 ≤ (flow E t k).2 ^ 2 / √(E ^ 2 - 4 * t ^ 2) := by
  obtain ⟨h1, h2, h3⟩ := flow_invariant ht hE k
  have hD : 0 < √(E ^ 2 - 4 * t ^ 2) := Real.sqrt_pos.mpr (by nlinarith)
  have hle : √(E ^ 2 - 4 * t ^ 2) ≤ (flow E t k).1 :=
    Real.sqrt_le_iff.mpr ⟨by linarith, by nlinarith [sq_nonneg (flow E t k).2]⟩
  exact div_le_div_of_nonneg_left (sq_nonneg _) hD hle
```

Write $D=E^2-4t^2$, which is positive. From $E_k^2=D+4t_k^2\ge D$ we get $E_k\ge\sqrt D$, the line `hle`. Dividing $t_k^2$ by the smaller number gives the larger result, so

$$t_{k+1}=\frac{t_k^2}{E_k}\le\frac{t_k^2}{\sqrt D}.$$

This bound is strong once $t_k$ is well below $\sqrt D$. Close to the band edge $\sqrt D$ is small, and the halving bound is the more useful one at first.

## The two limits

```lean
/-- Decimation of a chain with `E > 2 t > 0`: the hopping `t_k` tends to `0` and the
energy `E_k` tends to `√(E² - 4 t²)`. -/
theorem decimation_converges {E t : ℝ} (ht : 0 < t) (hE : 2 * t < E) :
    Tendsto (fun k => (flow E t k).2) atTop (𝓝 0) ∧
      Tendsto (fun k => (flow E t k).1) atTop (𝓝 √(E ^ 2 - 4 * t ^ 2)) := by
  have hgeo : Tendsto (fun k : ℕ => t * (1 / 2 : ℝ) ^ k) atTop (𝓝 0) := by
    have h := (tendsto_pow_atTop_nhds_zero_of_lt_one (r := (1 / 2 : ℝ))
      (by norm_num) (by norm_num)).const_mul t
    rwa [mul_zero] at h
  have hhop : Tendsto (fun k => (flow E t k).2) atTop (𝓝 0) :=
    squeeze_zero (fun k => (flow_invariant ht hE k).1.le) (hopping_le ht hE) hgeo
  refine ⟨hhop, ?_⟩
  -- the conserved quantity expresses E_k through t_k
  have h := (((hhop.pow 2).const_mul 4).const_add (E ^ 2 - 4 * t ^ 2)).sqrt
  have e : ∀ k, √(E ^ 2 - 4 * t ^ 2 + 4 * (flow E t k).2 ^ 2) = (flow E t k).1 := by
    intro k
    obtain ⟨h1, h2, h3⟩ := flow_invariant ht hE k
    rw [← h3, sub_add_cancel, Real.sqrt_sq (by linarith)]
  rw [show E ^ 2 - 4 * t ^ 2 + 4 * (0 : ℝ) ^ 2 = E ^ 2 - 4 * t ^ 2 by ring] at h
  exact h.congr e
```

`Tendsto f atTop (𝓝 a)` says that $f(k)\to a$ as $k\to\infty$. The theorem states $t_k\to0$ and $E_k\to\sqrt{E^2-4t^2}$.

The hopping lies between $0$ and $t/2^k$, so it is squeezed to zero (`squeeze_zero`). Because $E_k>0$, the conserved quantity can be solved for the energy:

$$E_k=\sqrt{D+4t_k^2}\;\longrightarrow\;\sqrt D .$$

The line `e` is this formula for $E_k$, and `h` is the limit of the square root, by continuity.

Take $E=5$ and $t=2$, so that $D=25-16=9$ and the predicted limit is 3.

| $k$ | $t_k$ | $E_k$ |
|---|---|---|
| 0 | 2 | 5 |
| 1 | $4/5=0.8$ | $5-1.6=3.4$ |
| 2 | $0.64/3.4\approx0.18824$ | $\approx3.02353$ |
| 3 | $\approx0.01172$ | $\approx3.00009$ |

The conserved quantity can be checked at level 1: $3.4^2-4\cdot0.8^2=11.56-2.56=9$.

## From the limits to the Green function

```lean
/-- For `E > 2 t > 0`, a response to a unit source at site `0` obeys, on the sites `2^k n`,
the chain equation with the parameters `(E_k, t_k)` and the same unit source. -/
theorem response_flow {E t : ℝ} (ht : 0 < t) (hE : 2 * t < E) {ψ : ℤ → ℝ}
    (h : IsResponse (E, t) pointSource ψ) (k : ℕ) :
    IsResponse (flow E t k) pointSource (fun n => ψ (2 ^ k * n)) := by
  induction k with
  | zero => simpa [flow] using h
  | succ k ih =>
    obtain ⟨h1, h2, -⟩ := flow_invariant ht hE k
    have hodd : ∀ n : ℤ, pointSource (2 * n + 1) = 0 := fun n =>
      if_neg (by omega)
    have hstep : IsResponse (decimate (flow E t k)) (fun n => pointSource (2 * n))
        (fun n => ψ (2 ^ k * (2 * n))) :=
      eliminate_odd_sites (by linarith : (0 : ℝ) < (flow E t k).1).ne' ih hodd
    have hs : (fun n : ℤ => pointSource (2 * n)) = pointSource := by
      funext n
      simp [pointSource]
    have hψ : (fun n : ℤ => ψ (2 ^ k * (2 * n))) = fun n => ψ (2 ^ (k + 1) * n) := by
      funext n
      rw [show (2 : ℤ) ^ k * (2 * n) = 2 ^ (k + 1) * n by ring]
    rw [hs, hψ] at hstep
    exact hstep
```

Site $n$ of the level-$k$ chain is site $2^kn$ of the original one. The theorem says that

$$E_k\,\psi_{2^kn}-t_k\big(\psi_{2^k(n-1)}+\psi_{2^k(n+1)}\big)$$

equals 1 for $n=0$ and 0 otherwise.

The induction applies the elimination theorem once per level. Its hypothesis on the source holds because an odd number is never 0 (`hodd`). The source keeps its form because $2n=0$ exactly when $n=0$ (`hs`), and `hψ` records that $2^k\cdot 2n=2^{k+1}n$.

```lean
/-- The on-site Green function of the infinite chain: for `E > 2 t > 0`, a bounded response
to a unit source at site `0` has the value `1 / √(E² - 4 t²)` there. -/
theorem bulk_green_function {E t B : ℝ} (ht : 0 < t) (hE : 2 * t < E) {ψ : ℤ → ℝ}
    (h : IsResponse (E, t) pointSource ψ) (hB : ∀ n, |ψ n| ≤ B) :
    ψ 0 = 1 / √(E ^ 2 - 4 * t ^ 2) := by
  obtain ⟨hhop, hen⟩ := decimation_converges ht hE
  -- the coupling to the remaining neighbours dies out
  have hc : Tendsto (fun k => (flow E t k).2 *
      (ψ (2 ^ k * (0 - 1)) + ψ (2 ^ k * (0 + 1)))) atTop (𝓝 0) := by
    have hb := hhop.mul_const (B + B)
    rw [zero_mul] at hb
    refine squeeze_zero_norm (fun k => ?_) hb
    have hk := (flow_invariant ht hE k).1
    rw [Real.norm_eq_abs, abs_mul, abs_of_pos hk]
    exact mul_le_mul_of_nonneg_left
      ((abs_add_le _ _).trans (add_le_add (hB _) (hB _))) hk.le
  have hlim := (hen.mul_const (ψ 0)).sub hc
  have hone : ∀ k, (flow E t k).1 * ψ 0 - (flow E t k).2 *
      (ψ (2 ^ k * (0 - 1)) + ψ (2 ^ k * (0 + 1))) = 1 := by
    intro k
    have hk := response_flow ht hE h k 0
    simpa [pointSource] using hk
  have hval := tendsto_nhds_unique (hlim.congr hone) tendsto_const_nhds
  have hD : 0 < √(E ^ 2 - 4 * t ^ 2) := Real.sqrt_pos.mpr (by nlinarith)
  rw [eq_div_iff hD.ne']
  linarith
```

The new hypothesis `hB` says that $|\psi_n|\le B$ for all $n$. Physically, it selects the response that does not grow away from the source. At $n=0$ the previous theorem reads

$$E_k\psi_0-t_k\big(\psi_{-2^k}+\psi_{2^k}\big)=1 .$$

The coupling term is at most $2Bt_k$ in size, so it vanishes in the limit (`hc`). What remains is $\sqrt D\,\psi_0=1$, hence

$$\psi_0=\frac1{\sqrt{E^2-4t^2}} .$$

In Lean, `hone` is the equation at site 0, `hlim` is the limit of its left side, and `tendsto_nhds_unique` says that a sequence has only one limit.

Some control of growth is needed. For $E=5$, $t=2$ the amplitude $2^n$ solves the chain equation without a source, and adding a multiple of it to a response changes $\psi_0$.

```lean
/-- For `E = 5` and `t = 2`, the amplitude `(1/3) (1/2)^|n|` is a response to the unit source
at site `0`, and it is bounded by `1/3`. -/
theorem bulk_green_function_witness :
    IsResponse (5, 2) pointSource (fun n => 1 / 3 * (1 / 2) ^ n.natAbs) ∧
      ∀ n : ℤ, |(1 / 3 * (1 / 2) ^ n.natAbs : ℝ)| ≤ 1 / 3 := by
  constructor
  · intro n
    simp only [pointSource]
    rcases lt_trichotomy n 0 with hn | hn | hn
    · obtain ⟨m, rfl⟩ : ∃ m : ℕ, n = -(m : ℤ) - 1 := ⟨(-n - 1).toNat, by omega⟩
      rw [if_neg (by omega), show (-(m : ℤ) - 1).natAbs = m + 1 by omega,
        show (-(m : ℤ) - 1 - 1).natAbs = m + 2 by omega,
        show (-(m : ℤ) - 1 + 1).natAbs = m by omega]
      ring
    · subst hn
      norm_num
    · obtain ⟨m, rfl⟩ : ∃ m : ℕ, n = (m : ℤ) + 1 := ⟨(n - 1).toNat, by omega⟩
      rw [if_neg (by omega), show ((m : ℤ) + 1).natAbs = m + 1 by omega,
        show ((m : ℤ) + 1 - 1).natAbs = m by omega,
        show ((m : ℤ) + 1 + 1).natAbs = m + 2 by omega]
      ring
  · intro n
    have h1 : (1 / 2 : ℝ) ^ n.natAbs ≤ 1 := pow_le_one₀ (by norm_num) (by norm_num)
    rw [abs_of_nonneg (by positivity)]
    linarith

end

end ChainDecimation
```

The theorem before this one speaks about a bounded response without constructing it. For $E=5$, $t=2$ one is given here: $\psi_n=\tfrac13\,2^{-|n|}$, where `n.natAbs` is $|n|$. At the source,

$$\frac53-2\Big(\frac16+\frac16\Big)=1 .$$

At any other site one neighbour is twice as large and the other half as large, so the left side is

$$\tfrac13\,2^{-|n|}\big(5-2(2+\tfrac12)\big)=0 .$$

Lean treats $n<0$, $n=0$ and $n>0$ separately. The value $\psi_0=1/3$ agrees with $1/\sqrt9$.

The step from here to a density of states inside the band is to replace $E$ by $E+i\eta$ with a small $\eta>0$. The hypotheses, with real $E>2t$, do not reach that case.

```lean
#print axioms ChainDecimation.hopping_quadratic
-- 'ChainDecimation.hopping_quadratic' depends on axioms: [propext, Classical.choice, Quot.sound]
#print axioms ChainDecimation.decimation_converges
-- 'ChainDecimation.decimation_converges' depends on axioms: [propext, Classical.choice, Quot.sound]
#print axioms ChainDecimation.bulk_green_function
-- 'ChainDecimation.bulk_green_function' depends on axioms: [propext, Classical.choice, Quot.sound]
```
